# Mixing the gradients of $y$ and $0$ with a weight $s(x)$ gives a gradient field only when $s$ is constant

## One trip around a unit square

Take two energy surfaces on the plane, $U_1(x,y) = y$ and $U_2(x,y) = 0$. Their gradients are $(0,1)$ and $(0,0)$. Blend the gradients with weights $s(x)$ and $1 - s(x)$, where $s(0) = 0$ and $s(1) = 1$. The result is the field $(0, s(x))$: it has no $x$ component, and its $y$ component is switched off at $x = 0$ and fully on at $x = 1$.

Suppose that this field were the gradient of some function $V$. Since the $x$ component is zero, $V$ does not change along horizontal lines, so

$$V(1,0) = V(0,0), \qquad V(1,1) = V(0,1).$$

Along the line $x = 1$ the slope of $V$ is $1$, and along the line $x = 0$ it is $0$, so

$$V(1,1) - V(1,0) = 1, \qquad V(0,1) - V(0,0) = 0.$$

The first pair of equations says that these two differences are equal, and the second pair says that they are not. There is no such $V$. The values of $s$ between $0$ and $1$ played no part, so a smoother switching function does not help.

## Blending forces between two descriptions

In adaptive QM/MM simulation, some force-mixing schemes blend the forces of two levels of theory with a weight that depends on position. If the blended field is not a gradient, there is no potential energy whose sum with the kinetic energy the dynamics could conserve; the result below settles when this happens for a model with two coordinates, in which the energy gap depends on one coordinate and the weight on the other.

Let $U_1$ and $U_2$ be differentiable functions on the plane with gradients $F_1$ and $F_2$. The mixed field is

$$M(x,y) = s(x)\,F_1(x,y) + (1 - s(x))\,F_2(x,y).$$

Since $F_1$ and $F_2$ are gradients of energies, the physical forces are $-F_1$ and $-F_2$, and the mixed force is $-M$. This overall sign does not affect whether a field is conservative.

The condition on the surfaces is that their gap is a function of $y$ alone:

$$U_1(x,y) = U_2(x,y) + g(y).$$

Physically, the two descriptions agree on how the energy changes along the switching coordinate $x$, and may disagree about the energy of the other coordinate $y$.

**Statement.** Under this condition, $M$ is the gradient of a differentiable function if and only if $s$ is constant or $g$ is constant.

For $U_1 = y$ and $U_2 = 0$ the gap is $g(y) = y$, which is not constant. Hence $(0, s(x))$ is a gradient if and only if $s$ is constant. Nothing is assumed about $s$: it may be discontinuous, and its values need not lie between $0$ and $1$.

## Comparing slopes along vertical lines

Write $F_{1,x}, F_{1,y}$ for the components of $F_1$, and likewise for $F_2$ and $M$.

**The gap fixes the difference of the gradients.** Differentiate $U_1 = U_2 + g(y)$ with respect to $x$. Since $g(y)$ does not depend on $x$,

$$F_{1,x} = F_{2,x}.$$

For any fixed $x$ we have $g(y) = U_1(x,y) - U_2(x,y)$, so $g$ is differentiable and

$$g'(y) = F_{1,y}(x,y) - F_{2,y}(x,y).$$

The right-hand side therefore has the same value at every $x$. Inserting both relations into $M$ gives

$$M_x = F_{2,x}, \qquad M_y = F_{2,y} + s(x)\,g'(y).$$

**A potential forces one of the two to be constant.** Suppose that $V$ has gradient $M$, and set $W = V - U_2$. Then

$$\partial_x W = 0, \qquad \partial_y W = s(x)\,g'(y).$$

By the first equation, $W(x,y) = W(0,y)$ for all $x$ and $y$. Both sides are the same function of $y$, so they have the same slope:

$$s(x)\,g'(y) = s(0)\,g'(y).$$

If $g'(y_0) \neq 0$ for some $y_0$, divide by it to get $s(x) = s(0)$ for every $x$. Otherwise $g'$ vanishes everywhere, and $g$ is constant.

**Each constant case has a potential.** If $s(x) = c$ for all $x$, then $c\,U_1 + (1-c)\,U_2$ has gradient $c\,F_1 + (1-c)\,F_2 = M$. If $g$ is constant, then $g' = 0$, so $F_1 = F_2$ and $M = F_2$, which is the gradient of $U_2$.

**The circulation around a rectangle.** Go counterclockwise around $[a,b] \times [c,d]$ in the field $(0, s(x))$. The horizontal edges contribute nothing. On each vertical edge the integrand is constant, so the right edge, taken upwards, gives $s(b)(d-c)$, and the left edge, taken downwards, gives $-s(a)(d-c)$. Therefore

$$\oint = (s(b) - s(a))(d - c).$$

The work done by the forces on this trip is the negative of this value. For the unit square above, the circulation is $1$.

## How the Lean definitions express the model

The plane is `ℝ × ℝ`, with `p.1` for $x$ and `p.2` for $y$. A field is a function from the plane to pairs of components.

- `gradForm v` turns a pair $(v_1, v_2)$ into the linear form $v_1\,dx + v_2\,dy$.
- `HasGradientField V F` says that at every point `p` the function `V` has the Fréchet derivative `gradForm (F p)`. This is full differentiability, which is stronger than the existence of partial derivatives, but `F` is not required to be continuous.
- `Conservative F` says that some `V` has the gradient field `F`. The potential must exist on the whole plane.
- `mix s F₁ F₂` is the field $M$. The weight is evaluated at `p.1`, so it depends on $x$ only.
- `circulation F a b c d` is the sum of the four edge integrals, with signs for the counterclockwise direction when $a \le b$ and $c \le d$.

In `mix_conservative_iff`, the hypotheses `h₁` and `h₂` say that `F₁` and `F₂` are the gradients of `U₁` and `U₂`, and `hg` is the condition on the gap. Differentiability of `g` is not assumed, because it follows from these. The theorem `switched_field_conservative_iff` is the special case for $(0, s(x))$ and has no hypotheses at all.

The condition `hg` is a real restriction. If the gap were a smooth function $h(x)$ instead, a continuous weight would give $M = F_2 + (s(x)h'(x), 0)$, and integrating $s h'$ over $x$ would supply a potential even for a varying weight; this aside is a calculation by hand and does not come from the file. Weights that depend on several coordinates, systems with more degrees of freedom, and the size of the energy drift in a trajectory are not treated.

## The Lean file

```lean
import Mathlib

open MeasureTheory

namespace ForceMixing

noncomputable section

/-- The linear form `dx, dy ↦ v₁ dx + v₂ dy` belonging to a vector `v` of the plane. -/
def gradForm (v : ℝ × ℝ) : ℝ × ℝ →L[ℝ] ℝ :=
  v.1 • ContinuousLinearMap.fst ℝ ℝ ℝ + v.2 • ContinuousLinearMap.snd ℝ ℝ ℝ

/-- The potential `V` is differentiable everywhere and its gradient is the field `F`. -/
def HasGradientField (V : ℝ × ℝ → ℝ) (F : ℝ × ℝ → ℝ × ℝ) : Prop :=
  ∀ p, HasFDerivAt V (gradForm (F p)) p

/-- A field is conservative if it is the gradient of a differentiable function. -/
def Conservative (F : ℝ × ℝ → ℝ × ℝ) : Prop :=
  ∃ V, HasGradientField V F

/-- Force mixing: the fields `F₁` and `F₂` blended with weights `s(x)` and `1 - s(x)`. -/
def mix (s : ℝ → ℝ) (F₁ F₂ : ℝ × ℝ → ℝ × ℝ) (p : ℝ × ℝ) : ℝ × ℝ :=
  s p.1 • F₁ p + (1 - s p.1) • F₂ p

/-- The counterclockwise line integral of a field around the rectangle `[a, b] × [c, d]`. -/
def circulation (F : ℝ × ℝ → ℝ × ℝ) (a b c d : ℝ) : ℝ :=
  (∫ x in a..b, (F (x, c)).1) + (∫ y in c..d, (F (b, y)).2)
    - (∫ x in a..b, (F (x, d)).1) - (∫ y in c..d, (F (a, y)).2)

/-- Along a horizontal line the slope of a potential is the first component of its gradient. -/
theorem HasGradientField.along_x {V : ℝ × ℝ → ℝ} {F : ℝ × ℝ → ℝ × ℝ}
    (hV : HasGradientField V F) (x y : ℝ) :
    HasDerivAt (fun t => V (t, y)) (F (x, y)).1 x := by
  have h : HasDerivAt (fun t : ℝ => (t, y)) ((1 : ℝ), (0 : ℝ)) x :=
    (hasDerivAt_id x).prodMk (hasDerivAt_const x y)
  have h2 := HasFDerivAt.comp_hasDerivAt (f := fun t : ℝ => (t, y)) x (hV (x, y)) h
  exact h2.congr_deriv (by simp [gradForm])

/-- Along a vertical line the slope of a potential is the second component of its gradient. -/
theorem HasGradientField.along_y {V : ℝ × ℝ → ℝ} {F : ℝ × ℝ → ℝ × ℝ}
    (hV : HasGradientField V F) (x y : ℝ) :
    HasDerivAt (fun t => V (x, t)) (F (x, y)).2 y := by
  have h : HasDerivAt (fun t : ℝ => (x, t)) ((0 : ℝ), (1 : ℝ)) y :=
    (hasDerivAt_const y x).prodMk (hasDerivAt_id y)
  have h2 := HasFDerivAt.comp_hasDerivAt (f := fun t : ℝ => (x, t)) y (hV (x, y)) h
  exact h2.congr_deriv (by simp [gradForm])

/-- If the energy gap of two surfaces is a function `g(y)`, their gradients have the same
`x` component, and their `y` components differ by the derivative of `g`. -/
theorem gradient_gap {U₁ U₂ : ℝ × ℝ → ℝ} {F₁ F₂ : ℝ × ℝ → ℝ × ℝ} {g : ℝ → ℝ}
    (h₁ : HasGradientField U₁ F₁) (h₂ : HasGradientField U₂ F₂)
    (hg : ∀ p, U₁ p = U₂ p + g p.2) (x y : ℝ) :
    (F₁ (x, y)).1 = (F₂ (x, y)).1 ∧
      HasDerivAt g ((F₁ (x, y)).2 - (F₂ (x, y)).2) y := by
  constructor
  · have e : (fun t => U₁ (t, y)) = fun t => U₂ (t, y) + g y :=
      funext fun t => hg (t, y)
    have a := h₁.along_x x y
    rw [e] at a
    exact a.unique ((h₂.along_x x y).add_const (g y))
  · have e : g = fun t => U₁ (x, t) - U₂ (x, t) := by
      funext t
      have h : U₁ (x, t) = U₂ (x, t) + g t := hg (x, t)
      linarith
    rw [e]
    exact (h₁.along_y x y).fun_sub (h₂.along_y x y)

/-- For two surfaces whose energy gap is a function `g(y)`, the field mixed with a weight `s(x)`
is conservative if and only if the weight or the gap is constant. -/
theorem mix_conservative_iff {U₁ U₂ : ℝ × ℝ → ℝ} {F₁ F₂ : ℝ × ℝ → ℝ × ℝ} {g : ℝ → ℝ}
    (s : ℝ → ℝ) (h₁ : HasGradientField U₁ F₁) (h₂ : HasGradientField U₂ F₂)
    (hg : ∀ p, U₁ p = U₂ p + g p.2) :
    Conservative (mix s F₁ F₂) ↔ (∃ c, ∀ x, s x = c) ∨ (∃ c, ∀ y, g y = c) := by
  have gap := gradient_gap h₁ h₂ hg
  constructor
  · rintro ⟨V, hV⟩
    by_cases hc : ∀ y, (F₁ (0, y)).2 = (F₂ (0, y)).2
    · -- the gap has zero slope everywhere
      right
      have hd : ∀ y, HasDerivAt g 0 y := fun y =>
        (gap 0 y).2.congr_deriv (sub_eq_zero.mpr (hc y))
      exact ⟨g 0, fun y => is_const_of_deriv_eq_zero
        (fun z => (hd z).differentiableAt) (fun z => (hd z).deriv) y 0⟩
    · left
      obtain ⟨y, hy⟩ := not_forall.mp hc
      refine ⟨s 0, fun x => ?_⟩
      -- V - U₂ does not depend on x
      have hx : ∀ t u, HasDerivAt (fun z => V (z, t) - U₂ (z, t)) 0 u := by
        intro t u
        refine ((hV.along_x u t).fun_sub (h₂.along_x u t)).congr_deriv ?_
        have e : (mix s F₁ F₂ (u, t)).1
            = s u * (F₁ (u, t)).1 + (1 - s u) * (F₂ (u, t)).1 := by simp [mix]
        rw [e, (gap u t).1]
        ring
      have hW : (fun t => V (x, t) - U₂ (x, t)) = fun t => V (0, t) - U₂ (0, t) :=
        funext fun t => is_const_of_deriv_eq_zero
          (fun z => (hx t z).differentiableAt) (fun z => (hx t z).deriv) x 0
      -- so its slope in y is the same at x and at 0
      have a := (hV.along_y x y).fun_sub (h₂.along_y x y)
      rw [hW] at a
      have b := a.unique ((hV.along_y 0 y).fun_sub (h₂.along_y 0 y))
      have e : ∀ u, (mix s F₁ F₂ (u, y)).2
          = s u * (F₁ (u, y)).2 + (1 - s u) * (F₂ (u, y)).2 := fun u => by simp [mix]
      rw [e x, e 0] at b
      have d := (gap x y).2.unique (gap 0 y).2
      apply mul_right_cancel₀ (sub_ne_zero.mpr hy)
      linear_combination b - s x * d
  · rintro (⟨c, hc⟩ | ⟨c, hc⟩)
    · -- constant weight: mix the energies
      refine ⟨fun p => c * U₁ p + (1 - c) * U₂ p, fun p => ?_⟩
      refine (((h₁ p).const_mul c).fun_add ((h₂ p).const_mul (1 - c))).congr_fderiv ?_
      refine ContinuousLinearMap.ext fun v => ?_
      simp [gradForm, mix, hc]
      ring
    · -- constant gap: the two gradients coincide
      have e : mix s F₁ F₂ = F₂ := by
        funext ⟨x, y⟩
        have k : g = fun _ => c := funext hc
        have d := (gap x y).2
        rw [k] at d
        have d2 := d.unique (hasDerivAt_const y c)
        have q : F₁ (x, y) = F₂ (x, y) := Prod.ext (gap x y).1 (sub_eq_zero.mp d2)
        simp only [mix, q]
        module
      rw [e]
      exact ⟨U₂, h₂⟩

/-- The surfaces `U₁ = y` and `U₂ = 0` have gradients `(0, 1)` and `(0, 0)`, and mixing these
with weight `s(x)` gives the field `(0, s(x))`. -/
theorem linear_surfaces_witness (s : ℝ → ℝ) :
    HasGradientField (fun p => p.2) (fun _ => (0, 1)) ∧
    HasGradientField (fun _ => 0) (fun _ => (0, 0)) ∧
    mix s (fun _ => (0, 1)) (fun _ => (0, 0)) = fun p => (0, s p.1) := by
  refine ⟨fun p => ?_, fun p => ?_, ?_⟩
  · exact hasFDerivAt_snd.congr_fderiv
      (ContinuousLinearMap.ext fun v => by simp [gradForm])
  · exact (hasFDerivAt_const (0 : ℝ) p).congr_fderiv
      (ContinuousLinearMap.ext fun v => by simp [gradForm])
  · funext p
    simp [mix]

/-- The field `(0, s(x))` is the gradient of a differentiable function if and only if `s` is
constant. -/
theorem switched_field_conservative_iff (s : ℝ → ℝ) :
    Conservative (fun p => (0, s p.1)) ↔ ∃ c, ∀ x, s x = c := by
  obtain ⟨h₁, h₂, e⟩ := linear_surfaces_witness s
  have main := mix_conservative_iff (g := fun y => y) s h₁ h₂ (fun p => by simp)
  rw [e] at main
  rw [main]
  constructor
  · rintro (h | ⟨c, hc⟩)
    · exact h
    · have h0 : (0 : ℝ) = c := hc 0
      have h1 : (1 : ℝ) = c := hc 1
      linarith
  · exact Or.inl

/-- Around the rectangle `[a, b] × [c, d]` the circulation of the field `(0, s(x))` is the change
of the weight across the rectangle times its height. -/
theorem circulation_switched_field (s : ℝ → ℝ) (a b c d : ℝ) :
    circulation (fun p => (0, s p.1)) a b c d = (s b - s a) * (d - c) := by
  simp only [circulation, intervalIntegral.integral_const, smul_eq_mul]
  ring

end

end ForceMixing
```

```lean
#print axioms ForceMixing.switched_field_conservative_iff
#print axioms ForceMixing.circulation_switched_field
```

```
'ForceMixing.switched_field_conservative_iff' depends on axioms: [propext, Classical.choice, Quot.sound]
'ForceMixing.circulation_switched_field' depends on axioms: [propext, Classical.choice, Quot.sound]
```

## From the plane to single lines

The lemmas `HasGradientField.along_x` and `HasGradientField.along_y` extract the partial derivatives. For the first, the curve $t \mapsto (t, y)$ has velocity $(1, 0)$. The chain rule `HasFDerivAt.comp_hasDerivAt` applies the derivative of `V` to this velocity, and `simp` evaluates the linear form to the first component of `F`. The second lemma does the same with velocity $(0, 1)$.

The lemma `gradient_gap` gives the two relations between the gradients. For the $x$ components, it rewrites the restriction of `U₁` to a horizontal line as that of `U₂` plus the constant `g y`. The same function then has two derivatives at the same point, and `unique` makes them equal. For the $y$ components, it writes `g` as a difference of restrictions to a vertical line and subtracts the derivatives.

## The two directions of the equivalence

The forward direction of `mix_conservative_iff` starts from a potential `V` and splits on whether the $y$ components of `F₁` and `F₂` agree everywhere on the line $x = 0$. Since their difference there is $g'(y)$, this is the split into $g' = 0$ everywhere and $g'(y) \neq 0$ for some $y$.

In the first case `g` has derivative zero, and `is_const_of_deriv_eq_zero` shows that it is constant.

In the second case there is a `y` at which the components differ, recorded in `hy`. The remaining steps follow the argument with $W = V - U_2$:

- `hx` is $\partial_x W = 0$. It uses the equality of the $x$ components, after which the weights `s u` and `1 - s u` add up to one.
- `hW` says that $W(x, \cdot)$ and $W(0, \cdot)$ are the same function.
- `b` equates the $y$ slopes of $W$ at $x$ and at $0$.
- `d` says that $F_{1,y} - F_{2,y}$ has the same value at $x$ and at $0$, since both values are the derivative of `g` at `y`.

The goal is `s x = s 0`. The step with `mul_right_cancel₀` multiplies both sides by the nonzero number $F_{1,y}(0,y) - F_{2,y}(0,y)$, which is the division by $g'(y)$ read backwards. The resulting equation is `b` minus `s x` times `d`, and `linear_combination` checks this.

For the converse with a constant weight, the proof supplies the potential $c\,U_1 + (1-c)\,U_2$ and compares the two linear forms on an arbitrary vector `v`. With a constant gap, it shows that the two gradients coincide at every point, so that the mixed field is `F₂` and `U₂` is its potential.

## Back to the switched field

The theorem `linear_surfaces_witness` checks that $y$ and $0$ have the gradients $(0,1)$ and $(0,0)$ and that their mixture is $(0, s(x))$. With these facts, `switched_field_conservative_iff` applies the general theorem to the gap $g(y) = y$. This leaves the alternative that the gap is constant, which is excluded by evaluating it at $0$ and at $1$: the same `c` would have to equal both numbers.

The theorem `circulation_switched_field` is independent of the equivalence. It evaluates the four integrals, each of which has a constant integrand, and `ring` collects the terms. No integrability of `s` is needed, because `s` is never integrated over $x$.
